# Energy-weighted line strengths as overlaps of nested commutators in finite dimension

**Question.** Let $H$ be a Hermitian operator on a finite-dimensional complex space, with orthonormal eigenvectors $b_n$ and real energies $E_n$. Inner products are linear in the second argument. For an operator $X$, write $X_{nm}=\langle b_n,Xb_m\rangle$ and $D(X)=[H,X]$, with $D^0(X)=X$. I want to use

$$\sum_n (E_n-E_m)^{j+k}|X_{nm}|^2=\langle D^j(X)b_m,\;D^k(X)b_m\rangle$$

for all natural numbers $j,k$. It puts the length, velocity and acceleration forms of energy-weighted sums of line strengths into one formula. Can this be made rigorous and machine-checked, and does $X$ have to be Hermitian?

**Answer.** Yes, it can, and $X$ may be any linear operator. Hermiticity of $X$ is used only when the right-hand side is rewritten as $(-1)^j$ times the expectation value of $D^j(X)D^k(X)$, with no adjoint.

## From one matrix element to the whole moment

Expand a vector as $v=\sum_l\langle b_l,v\rangle b_l$. Then

$$\langle b_n,Hv\rangle=\sum_l E_l\langle b_l,v\rangle\langle b_n,b_l\rangle=E_n\langle b_n,v\rangle .$$

Each commutator therefore contributes one transition energy:

$$\langle b_n,D^{k+1}(X)b_m\rangle=\langle b_n,HD^k(X)b_m\rangle-\langle b_n,D^k(X)Hb_m\rangle=(E_n-E_m)\langle b_n,D^k(X)b_m\rangle .$$

By induction from $D^0(X)=X$, $\langle b_n,D^k(X)b_m\rangle=(E_n-E_m)^kX_{nm}$. Inserting a complete set of eigenstates gives

$$\langle D^j(X)b_m,D^k(X)b_m\rangle=\sum_n\overline{(E_n-E_m)^jX_{nm}}\,(E_n-E_m)^kX_{nm},$$

and since the energies are real, this is the moment of order $j+k$, called $S(j+k)$ below.

Only the total $j+k$ appears in the moment, so commutators can be moved between the two factors. Taking $j=k$ gives $S(2k)=\|D^k(X)b_m\|^2$, and the Cauchy–Schwarz inequality then gives $S(j+k)^2\le S(2j)S(2k)$.

For the expectation value, $H$ must be moved across the inner product. This is allowed because

$$\langle Hu,v\rangle=\sum_n\overline{E_n\langle b_n,u\rangle}\langle b_n,v\rangle=\sum_n\overline{\langle b_n,u\rangle}E_n\langle b_n,v\rangle=\langle u,Hv\rangle .$$

If $X$ is Hermitian and $\langle D^k(X)u,v\rangle=(-1)^k\langle u,D^k(X)v\rangle$ for all $u,v$, then

$$\langle D^{k+1}(X)u,v\rangle=(-1)^k\langle u,(D^k(X)H-HD^k(X))v\rangle=(-1)^{k+1}\langle u,D^{k+1}(X)v\rangle .$$

Hence $S(j+k)=(-1)^j\langle b_m,D^j(X)D^k(X)b_m\rangle$.

## Length, velocity and acceleration

For a particle of mass $\mu$ with $H=p^2/2\mu+V(x)$, the formal commutators are $D(x)=-i\hbar p/\mu$ and $D^2(x)=\hbar^2V'(x)/\mu$. The second moment can thus be written as velocity–velocity ($j=k=1$) or length–acceleration ($j=0$, $k=2$).

These continuum formulas motivate the names, but the theorem concerns finite matrices, for which $[x,p]=i\hbar$ is impossible because a commutator has zero trace. In a truncated orthonormal basis, the identity holds with the actual matrix commutator $[H,x]$, which generally differs from $-i\hbar/\mu$ times the projected momentum matrix. That difference is one source of disagreement between length and velocity results in electronic-structure calculations.

## The Lean file

```lean
import Mathlib

open scoped InnerProductSpace ComplexConjugate

namespace SpectralMoments

noncomputable section

variable {ι V : Type*} [Fintype ι] [NormedAddCommGroup V] [InnerProductSpace ℂ V]
  {b : OrthonormalBasis ι ℂ V} {E : ι → ℝ} {H : V →ₗ[ℂ] V}

/-- The `k`-fold nested commutator `[H, [H, ... [H, X]]]`; for `k = 0` it is `X` itself. -/
def nestedComm (H X : V →ₗ[ℂ] V) : ℕ → (V →ₗ[ℂ] V)
  | 0 => X
  | k + 1 => H ∘ₗ nestedComm H X k - nestedComm H X k ∘ₗ H

/-- The spectral moment of order `r` of the operator `X` from the level `m`: the sum over all
levels `n` of `(E n - E m) ^ r` times the line strength `|⟨n|X|m⟩|²`. -/
def moment (b : OrthonormalBasis ι ℂ V) (E : ι → ℝ) (X : V →ₗ[ℂ] V) (m : ι) (r : ℕ) : ℝ :=
  ∑ n, (E n - E m) ^ r * ‖⟪b n, X (b m)⟫_ℂ‖ ^ 2

/-- Every Hermitian operator on a finite-dimensional space has an orthonormal eigenbasis
with real energies, given by its spectral decomposition. -/
theorem eigenbasis_witness [FiniteDimensional ℂ V] {d : ℕ} (hs : H.IsSymmetric)
    (hd : Module.finrank ℂ V = d) (n : Fin d) :
    H (hs.eigenvectorBasis hd n) =
      ((hs.eigenvalues hd n : ℝ) : ℂ) • hs.eigenvectorBasis hd n :=
  hs.apply_eigenvectorBasis hd n

/-- Projecting `H v` on an energy eigenstate multiplies the amplitude of `v` by the energy. -/
theorem inner_eigen (hH : ∀ n, H (b n) = (E n : ℂ) • b n) (n : ι) (v : V) :
    ⟪b n, H v⟫_ℂ = (E n : ℂ) * ⟪b n, v⟫_ℂ := by
  -- expand `v` in the eigenbasis; only the term `n` survives
  conv_lhs => rw [← b.sum_repr' v]
  simp only [map_sum, map_smul, hH, inner_sum, inner_smul_right]
  rw [Finset.sum_eq_single n]
  · have h1 : ⟪b n, b n⟫_ℂ = 1 := by
      rw [inner_self_eq_norm_sq_to_K, b.orthonormal.1 n]
      simp
    rw [h1]
    ring
  · intro i _ hi
    have h0 : ⟪b n, b i⟫_ℂ = 0 := b.orthonormal.2 (Ne.symm hi)
    rw [h0]
    ring
  · intro h
    exact absurd (Finset.mem_univ n) h

/-- An operator with an orthonormal eigenbasis and real energies is Hermitian. -/
theorem hamiltonian_symmetric (hH : ∀ n, H (b n) = (E n : ℂ) • b n) (u v : V) :
    ⟪H u, v⟫_ℂ = ⟪u, H v⟫_ℂ := by
  rw [← b.sum_inner_mul_inner (H u) v, ← b.sum_inner_mul_inner u (H v)]
  refine Finset.sum_congr rfl fun n _ => ?_
  rw [← inner_conj_symm (H u) (b n), inner_eigen hH n u, inner_eigen hH n v, map_mul,
    Complex.conj_ofReal, inner_conj_symm]
  ring

/-- Between energy eigenstates, the `k`-fold commutator with `H` multiplies the matrix element
of `X` by the `k`-th power of the transition energy. -/
theorem matrix_element (hH : ∀ n, H (b n) = (E n : ℂ) • b n) (X : V →ₗ[ℂ] V)
    (k : ℕ) (n m : ι) :
    ⟪b n, nestedComm H X k (b m)⟫_ℂ = ((E n : ℂ) - E m) ^ k * ⟪b n, X (b m)⟫_ℂ := by
  induction k with
  | zero => simp [nestedComm]
  | succ k ih =>
    have h : nestedComm H X (k + 1) (b m)
        = H (nestedComm H X k (b m)) - nestedComm H X k (H (b m)) := rfl
    rw [h, inner_sub_right, inner_eigen hH n, hH m, map_smul, inner_smul_right, ih]
    ring

/-- Moment identity for two operators: the products of the complex-conjugated transition amplitude
of `X` and the transition amplitude of `Y`, weighted by `(E n - E m) ^ (j + k)`, sum to the overlap
of `D^j(X) m` with `D^k(Y) m`, where `D` is the commutator with `H`. -/
theorem cross_moment (hH : ∀ n, H (b n) = (E n : ℂ) • b n) (X Y : V →ₗ[ℂ] V)
    (m : ι) (j k : ℕ) :
    ∑ n, ((E n : ℂ) - E m) ^ (j + k) * (conj ⟪b n, X (b m)⟫_ℂ * ⟪b n, Y (b m)⟫_ℂ)
      = ⟪nestedComm H X j (b m), nestedComm H Y k (b m)⟫_ℂ := by
  -- insert a complete set of eigenstates between the two vectors
  rw [← b.sum_inner_mul_inner (nestedComm H X j (b m)) (nestedComm H Y k (b m))]
  refine Finset.sum_congr rfl fun n _ => ?_
  rw [← inner_conj_symm (nestedComm H X j (b m)) (b n), matrix_element hH X j n m,
    matrix_element hH Y k n m]
  simp only [map_mul, map_pow, map_sub, Complex.conj_ofReal]
  ring

/-- Main identity: the spectral moment of order `j + k` of any operator `X` is the overlap of
`D^j(X) m` with `D^k(X) m`, where `D` is the commutator with `H`. -/
theorem moment_eq_inner (hH : ∀ n, H (b n) = (E n : ℂ) • b n) (X : V →ₗ[ℂ] V)
    (m : ι) (j k : ℕ) :
    (moment b E X m (j + k) : ℂ)
      = ⟪nestedComm H X j (b m), nestedComm H X k (b m)⟫_ℂ := by
  rw [← cross_moment hH X X m j k]
  simp only [moment, Complex.ofReal_sum, Complex.ofReal_mul, Complex.ofReal_pow,
    Complex.ofReal_sub, Complex.conj_mul']

/-- Commutators with `H` may be moved from one factor of the overlap to the other, as long as
their total number is unchanged. -/
theorem inner_exchange (hH : ∀ n, H (b n) = (E n : ℂ) • b n) (X : V →ₗ[ℂ] V)
    (m : ι) {i j k l : ℕ} (h : i + j = k + l) :
    ⟪nestedComm H X i (b m), nestedComm H X j (b m)⟫_ℂ
      = ⟪nestedComm H X k (b m), nestedComm H X l (b m)⟫_ℂ := by
  rw [← moment_eq_inner hH X m i j, ← moment_eq_inner hH X m k l, h]

/-- The moment of even order `2 k` is the squared norm of the `k`-fold commutator applied to
the state `m`. -/
theorem even_moment (hH : ∀ n, H (b n) = (E n : ℂ) • b n) (X : V →ₗ[ℂ] V)
    (m : ι) (k : ℕ) :
    moment b E X m (2 * k) = ‖nestedComm H X k (b m)‖ ^ 2 := by
  rw [two_mul]
  calc moment b E X m (k + k) = (moment b E X m (k + k) : ℂ).re := (Complex.ofReal_re _).symm
    _ = (⟪nestedComm H X k (b m), nestedComm H X k (b m)⟫_ℂ).re := by
        rw [moment_eq_inner hH X m k k]
    _ = ‖nestedComm H X k (b m)‖ ^ 2 := inner_self_eq_norm_sq (𝕜 := ℂ) _

/-- The square of the moment of order `j + k` is at most the product of the moments of
orders `2 j` and `2 k`. -/
theorem moment_sq_le (hH : ∀ n, H (b n) = (E n : ℂ) • b n) (X : V →ₗ[ℂ] V)
    (m : ι) (j k : ℕ) :
    moment b E X m (j + k) ^ 2 ≤ moment b E X m (2 * j) * moment b E X m (2 * k) := by
  -- Cauchy-Schwarz for the two commutator vectors
  have h : |moment b E X m (j + k)|
      ≤ ‖nestedComm H X j (b m)‖ * ‖nestedComm H X k (b m)‖ := by
    calc |moment b E X m (j + k)| = ‖(moment b E X m (j + k) : ℂ)‖ := by
          rw [Complex.norm_real, Real.norm_eq_abs]
      _ = ‖⟪nestedComm H X j (b m), nestedComm H X k (b m)⟫_ℂ‖ := by
          rw [moment_eq_inner hH X m j k]
      _ ≤ _ := norm_inner_le_norm _ _
  rw [even_moment hH X m j, even_moment hH X m k, ← mul_pow,
    ← sq_abs (moment b E X m (j + k))]
  exact pow_le_pow_left₀ (abs_nonneg _) h 2

/-- For Hermitian `X`, the `k`-fold commutator with `H` is Hermitian for even `k` and
anti-Hermitian for odd `k`. -/
theorem nestedComm_adjoint (hH : ∀ n, H (b n) = (E n : ℂ) • b n) {X : V →ₗ[ℂ] V}
    (hX : X.IsSymmetric) (k : ℕ) (u v : V) :
    ⟪nestedComm H X k u, v⟫_ℂ = (-1) ^ k * ⟪u, nestedComm H X k v⟫_ℂ := by
  induction k generalizing u v with
  | zero => simpa [nestedComm] using hX u v
  | succ k ih =>
    have h : ∀ w, nestedComm H X (k + 1) w
        = H (nestedComm H X k w) - nestedComm H X k (H w) := fun _ => rfl
    rw [h u, h v, inner_sub_left, inner_sub_right,
      hamiltonian_symmetric hH (nestedComm H X k u) v, ih u (H v), ih (H u) v,
      hamiltonian_symmetric hH u (nestedComm H X k v)]
    ring

/-- For Hermitian `X`, the moment of order `j + k` is `(-1) ^ j` times the expectation value
of the operator product `D^j(X) D^k(X)` in the state `m`. -/
theorem moment_eq_expectation (hH : ∀ n, H (b n) = (E n : ℂ) • b n) {X : V →ₗ[ℂ] V}
    (hX : X.IsSymmetric) (m : ι) (j k : ℕ) :
    (moment b E X m (j + k) : ℂ)
      = (-1) ^ j * ⟪b m, nestedComm H X j (nestedComm H X k (b m))⟫_ℂ := by
  rw [moment_eq_inner hH X m j k, nestedComm_adjoint hH hX j]

end

end SpectralMoments
```

```lean
#print axioms SpectralMoments.moment_eq_inner
-- 'SpectralMoments.moment_eq_inner' depends on axioms: [propext, Classical.choice, Quot.sound]
#print axioms SpectralMoments.moment_sq_le
-- 'SpectralMoments.moment_sq_le' depends on axioms: [propext, Classical.choice, Quot.sound]
#print axioms SpectralMoments.nestedComm_adjoint
-- 'SpectralMoments.nestedComm_adjoint' depends on axioms: [propext, Classical.choice, Quot.sound]
#print axioms SpectralMoments.moment_eq_expectation
-- 'SpectralMoments.moment_eq_expectation' depends on axioms: [propext, Classical.choice, Quot.sound]
```

## What the theorems say about the physics

The space `V` is finite-dimensional because its orthonormal basis `b` has a finite index type `ι`. Operators are linear maps `V →ₗ[ℂ] V`, and `E : ι → ℝ` assigns the energies. The hypothesis `hH` is the stationary Schrödinger equation for every basis vector. Degenerate energies are allowed. Each index labels a single state, also where the code says "level", and the line strength here is $|X_{nm}|^2$ for one pair of states, without the sum over degenerate states that atomic spectroscopy includes in the term. `eigenbasis_witness` shows that every Hermitian operator in finite dimension supplies such a basis, and `hamiltonian_symmetric` recovers Hermiticity from `hH`.

`nestedComm H X k` is $D^k(X)$, and `moment b E X m r` is the real sum $S(r)$ for the initial state $b_m$. The sum includes $n=m$ and any states degenerate with it. They contribute only at order zero, where $0^0=1$, so that $S(0)=\|Xb_m\|^2$.

`moment_eq_inner` is the requested identity. Its left side is a real number read as a complex one, so the theorem also says that the overlap is real. There is no thermal average over initial levels, no line shape and no unbounded operator.

## How the proof follows the derivation

`inner_eigen` is the eigenbasis expansion: `Finset.sum_eq_single n` keeps the one surviving term. `matrix_element` is the induction on the number of commutators. `cross_moment` performs the completeness step for two operators $X$ and $Y$, and `moment_eq_inner` sets them equal, turning $\overline{z}z$ into $|z|^2$.

The remaining results follow the consequences above. `inner_exchange` compares two splittings of the same order, `even_moment` takes $j=k$, and `moment_sq_le` applies `norm_inner_le_norm`, the Cauchy–Schwarz inequality. `nestedComm_adjoint` carries out the sign induction for all `u` and `v` at once, since its step uses the hypothesis at $Hu$ and $Hv$. `moment_eq_expectation` combines it with the main identity.

The proof turns on Mathlib's `sum_inner_mul_inner`, the resolution of the identity:

$$\sum_n\langle u,b_n\rangle\langle b_n,v\rangle=\langle u,v\rangle .$$

Used from right to left, it replaces an overlap by a sum over levels. `Finset.sum_congr` then reduces the claim to one equation for each $n$. The first factor has $b_n$ on the right, so `inner_conj_symm` reverses it before `matrix_element` applies. Conjugation leaves the real energies unchanged, and `ring` collects the powers.

## Computing moments without all the final states

Because $b_m$ is an eigenvector, $D^k(X)b_m=(H-E_m)^kXb_m$. A program can start from $v_0=Xb_m$, iterate $v_{k+1}=(H-E_m)v_k$, and read off $S(j+k)=\langle v_j,v_k\rangle$. With $K$ applications of $H$, this yields every moment up to order $2K$ from the single eigenpair $(E_m,b_m)$. In floating-point work, comparing different splittings of the same order can reveal rounding errors in the matrix products or a matrix $H$ that is not Hermitian. It does not test the eigenpair: for Hermitian $H$, the splittings computed by this recursion agree in exact arithmetic for any real number in place of $E_m$ and any vector in place of $b_m$. The eigenpair needs its own check, such as the size of the residual $Hb_m-E_mb_m$.
